# For J ≠ 0, the density-density levels of a two-orbital Kanamori interaction depend on the orbital basis

Put two electrons into two orbitals with the interaction

$$V_{ijkl}=(U-2J)\,\delta_{ik}\delta_{jl}+J\,\delta_{il}\delta_{jk}+J\,\delta_{ij}\delta_{kl}.$$

The six determinants have mean energies $U-3J$, $U-2J$, $U$, each twice, in a real orthonormal basis. In the circular basis $(1,\pm i)/\sqrt2$ they have $U-3J$ twice and $U-J$ four times. A density-density truncation keeps only these diagonal elements, so for $J\neq0$ the choice of orbitals is part of the approximation in this two-orbital, two-electron model.

## The interaction with inter-orbital repulsion U − 2J

The indices refer to the two original orbitals, taken as real functions. The element $V_{ijkl}=\langle ij|V|kl\rangle$ takes the first electron from $k$ to $i$ and the second from $l$ to $j$, and leaves the spins unchanged. In these orbitals $U$ is the repulsion within an orbital, $J$ the Hund exchange and $U-2J$ the repulsion between different orbitals. This last value is postulated; it makes $V$ invariant under real orbital rotations. One-electron energies are left out.

```lean
import Mathlib

open Matrix

namespace DensityDensityBasis

noncomputable section

/-- The Kronecker delta for two-valued orbital or spin labels. -/
def delta (a b : Fin 2) : ℂ := if a = b then 1 else 0

/-- The two-orbital interaction tensor
`V_ijkl = (U-2J) d_ik d_jl + J d_il d_jk + J d_ij d_kl`. -/
def interaction (U J : ℝ) (i j k l : Fin 2) : ℂ :=
  ((U : ℂ) - 2 * J) * delta i k * delta j l + J * delta i l * delta j k
    + J * delta i j * delta k l

/-- The antisymmetrised amplitude, without the factor `1/√2`, of one electron in orbital `φ`
with spin `σ` and one in orbital `χ` with spin `τ`. -/
def amplitude (φ χ : Fin 2 → ℂ) (σ τ i s j t : Fin 2) : ℂ :=
  φ i * delta σ s * (χ j * delta τ t) - χ i * delta τ s * (φ j * delta σ t)

/-- The expectation value of the interaction in the determinant of two orthonormal spin orbitals
`φσ` and `χτ`; the prefactor `1/2` normalises the determinant. -/
def meanEnergy (U J : ℝ) (φ χ : Fin 2 → ℂ) (σ τ : Fin 2) : ℂ :=
  1 / 2 * ∑ i, ∑ j, ∑ k, ∑ l, ∑ s, ∑ t,
    star (amplitude φ χ σ τ i s j t) * interaction U J i j k l * amplitude φ χ σ τ k s l t
```

The labels in `Fin 2` number orbitals or spins. `amplitude` omits the determinant's factor $1/\sqrt2$, which the $1/2$ in `meanEnergy` restores.

## Orthonormal orbitals

Orthonormality makes the two orbitals a complete one-electron basis and normalises the determinants.

```lean
/-- Two orbitals that are normalised and mutually orthogonal. -/
structure OrthonormalPair (φ χ : Fin 2 → ℂ) : Prop where
  norm_left : star φ ⬝ᵥ φ = 1
  norm_right : star χ ⬝ᵥ χ = 1
  orth : star φ ⬝ᵥ χ = 0

/-- The squared modulus of `∑ φ_i φ_i`, taken without complex conjugation. -/
def realness (φ : Fin 2 → ℂ) : ℝ := Complex.normSq (φ ⬝ᵥ φ)

/-- The mean energies of the six two-electron determinants built from orthonormal orbitals `φ` and
`χ`, counted with multiplicity. -/
def levels (U J : ℝ) (φ χ : Fin 2 → ℂ) : Multiset ℂ :=
  {meanEnergy U J φ χ 0 0, meanEnergy U J φ χ 1 1, meanEnergy U J φ χ 0 1,
    meanEnergy U J φ χ 1 0, meanEnergy U J φ φ 0 1, meanEnergy U J χ χ 0 1}
```

Write $\langle\varphi|\chi\rangle=\sum_i\varphi_i^*\chi_i$, in Lean `star φ ⬝ᵥ χ`, and $\varphi\cdot\chi=\sum_i\varphi_i\chi_i$, without conjugation. Then `realness φ` is $s=|\varphi\cdot\varphi|^2$. The multiset `levels` lists two parallel-spin, two antiparallel-spin and two doubly occupied determinants. Its entries are typed as complex numbers, but the theorems below give real values.

Since $V_{ijkl}=V_{jilk}$, the two direct terms in the expectation value are equal, as are the two exchange terms, and the $1/2$ cancels:

$$\begin{aligned}E={}&(U-2J)\langle\varphi|\varphi\rangle\langle\chi|\chi\rangle+J|\langle\varphi|\chi\rangle|^2+J|\varphi\cdot\chi|^2\\&-\delta_{\sigma\tau}\big[(U-2J)|\langle\varphi|\chi\rangle|^2+J\langle\varphi|\varphi\rangle\langle\chi|\chi\rangle+J|\varphi\cdot\chi|^2\big].\end{aligned}$$

As a formula for `meanEnergy` this holds for any two orbitals; it is the expectation value when the two spin orbitals are orthonormal. Lean proves it by expanding the finite sums in each of the four spin configurations.

```lean
/-- The mean energy is a direct term minus, for equal spins, an exchange term. -/
theorem meanEnergy_eq (U J : ℝ) (φ χ : Fin 2 → ℂ) (σ τ : Fin 2) :
    meanEnergy U J φ χ σ τ =
      ((U : ℂ) - 2 * J) * ((star φ ⬝ᵥ φ) * (star χ ⬝ᵥ χ))
        + J * ((star φ ⬝ᵥ χ) * (star χ ⬝ᵥ φ)) + J * (star (φ ⬝ᵥ χ) * (φ ⬝ᵥ χ))
      - delta σ τ * (((U : ℂ) - 2 * J) * ((star φ ⬝ᵥ χ) * (star χ ⬝ᵥ φ))
        + J * ((star φ ⬝ᵥ φ) * (star χ ⬝ᵥ χ)) + J * (star (φ ⬝ᵥ χ) * (φ ⬝ᵥ χ))) := by
  have d00 : delta 0 0 = 1 := by simp [delta]
  have d01 : delta 0 1 = 0 := by simp [delta]
  have d10 : delta 1 0 = 0 := by simp [delta]
  have d11 : delta 1 1 = 1 := by simp [delta]
  revert σ τ
  simp only [Fin.forall_fin_two]
  -- the four spin configurations are expanded one by one
  refine ⟨⟨?_, ?_⟩, ?_, ?_⟩ <;>
  · simp only [meanEnergy, amplitude, interaction, dotProduct, Fin.sum_univ_two, d00, d01, d10,
      d11, Pi.star_apply, mul_zero, zero_mul, mul_one, sub_zero, zero_sub, add_zero, zero_add,
      star_sub, star_add, star_mul', star_zero, star_one]
    ring
```

Orthonormality now enters through completeness, $\varphi_i\varphi_j^*+\chi_i\chi_j^*=\delta_{ij}$. Multiplying by $\varphi_i\varphi_j^*$ and summing gives

$$|\varphi\cdot\varphi|^2+|\varphi\cdot\chi|^2=\sum_i|\varphi_i|^2=1.$$

Exchanging the orbitals gives $|\chi\cdot\chi|^2+|\varphi\cdot\chi|^2=1$, hence $|\chi\cdot\chi|^2=s$.

```lean
/-- Orthonormality of a pair of orbitals does not depend on their order. -/
theorem OrthonormalPair.symm {φ χ : Fin 2 → ℂ} (h : OrthonormalPair φ χ) :
    OrthonormalPair χ φ := by
  refine ⟨h.norm_right, h.norm_left, ?_⟩
  have e : star χ ⬝ᵥ φ = star (star φ ⬝ᵥ χ) := by
    simp only [dotProduct, Fin.sum_univ_two, Pi.star_apply, star_add, star_mul', star_star]
    ring
  rw [e, h.orth, star_zero]

/-- For an orthonormal pair, the squared moduli of the unconjugated overlaps of `φ` with `φ` and
with `χ` add up to one. -/
theorem overlap_sum {φ χ : Fin 2 → ℂ} (h : OrthonormalPair φ χ) :
    (realness φ : ℂ) + star (φ ⬝ᵥ χ) * (φ ⬝ᵥ χ) = 1 := by
  have e1 := h.norm_left
  have e2 := h.norm_right
  have e3 := h.orth
  have e4 := h.symm.orth
  simp only [dotProduct, Fin.sum_univ_two, Pi.star_apply] at e1 e2 e3 e4
  -- orthonormal columns of a square matrix imply completeness
  have hAB : !![star (φ 0), star (φ 1); star (χ 0), star (χ 1)]
      * !![φ 0, χ 0; φ 1, χ 1] = 1 := by
    rw [Matrix.mul_fin_two, Matrix.one_fin_two, e1, e2, e3, e4]
  have hBA := mul_eq_one_comm.mp hAB
  rw [Matrix.mul_fin_two, Matrix.one_fin_two] at hBA
  have c00 : φ 0 * star (φ 0) + χ 0 * star (χ 0) = 1 := congrFun (congrFun hBA 0) 0
  have c01 : φ 0 * star (φ 1) + χ 0 * star (χ 1) = 0 := congrFun (congrFun hBA 0) 1
  have c10 : φ 1 * star (φ 0) + χ 1 * star (χ 0) = 0 := congrFun (congrFun hBA 1) 0
  have c11 : φ 1 * star (φ 1) + χ 1 * star (χ 1) = 1 := congrFun (congrFun hBA 1) 1
  have hs : (realness φ : ℂ) = star (φ ⬝ᵥ φ) * (φ ⬝ᵥ φ) := Complex.normSq_eq_conj_mul_self
  rw [hs]
  simp only [dotProduct, Fin.sum_univ_two, star_add, star_mul']
  linear_combination star (φ 0) * φ 0 * c00 + star (φ 0) * φ 1 * c10
    + star (φ 1) * φ 0 * c01 + star (φ 1) * φ 1 * c11 + e1
```

In `overlap_sum`, orthonormality is the matrix equation `hAB`; `mul_eq_one_comm` reverses the product, and the entries of the reversed equation are the completeness relations.

The energies follow:

- Parallel spins: $U-2J+J|\varphi\cdot\chi|^2-J-J|\varphi\cdot\chi|^2=U-3J$.
- Antiparallel spins in different orbitals: $U-2J+J(1-s)=U-J-Js$.
- Double occupation: $U-2J+J+Js=U-J+Js$, for either orbital.

```lean
/-- In any orthonormal orbital basis the six determinants have mean energies `U-3J`, `U-J-Js` and
`U-J+Js`, each twice, where `s` is the squared modulus of `∑ φ_i φ_i`. -/
theorem levels_eq (U J : ℝ) {φ χ : Fin 2 → ℂ} (h : OrthonormalPair φ χ) :
    levels U J φ χ = {(U : ℂ) - 3 * J, (U : ℂ) - 3 * J,
      (U : ℂ) - J - J * realness φ, (U : ℂ) - J - J * realness φ,
      (U : ℂ) - J + J * realness φ, (U : ℂ) - J + J * realness φ} := by
  have d00 : delta 0 0 = 1 := by simp [delta]
  have d01 : delta 0 1 = 0 := by simp [delta]
  have d10 : delta 1 0 = 0 := by simp [delta]
  have d11 : delta 1 1 = 1 := by simp [delta]
  have p := overlap_sum h
  have q := overlap_sum h.symm
  rw [dotProduct_comm χ φ] at q
  have hφ : (realness φ : ℂ) = star (φ ⬝ᵥ φ) * (φ ⬝ᵥ φ) := Complex.normSq_eq_conj_mul_self
  have hχ : (realness χ : ℂ) = star (χ ⬝ᵥ χ) * (χ ⬝ᵥ χ) := Complex.normSq_eq_conj_mul_self
  -- parallel spins, antiparallel spins, and doubly occupied orbitals
  have a1 : meanEnergy U J φ χ 0 0 = (U : ℂ) - 3 * J := by
    rw [meanEnergy_eq, h.norm_left, h.norm_right, h.orth, d00]; ring
  have a2 : meanEnergy U J φ χ 1 1 = (U : ℂ) - 3 * J := by
    rw [meanEnergy_eq, h.norm_left, h.norm_right, h.orth, d11]; ring
  have a3 : meanEnergy U J φ χ 0 1 = (U : ℂ) - J - J * realness φ := by
    rw [meanEnergy_eq, h.norm_left, h.norm_right, h.orth, d01]
    linear_combination (J : ℂ) * p
  have a4 : meanEnergy U J φ χ 1 0 = (U : ℂ) - J - J * realness φ := by
    rw [meanEnergy_eq, h.norm_left, h.norm_right, h.orth, d10]
    linear_combination (J : ℂ) * p
  have a5 : meanEnergy U J φ φ 0 1 = (U : ℂ) - J + J * realness φ := by
    rw [meanEnergy_eq, h.norm_left, d01, ← hφ]; ring
  have a6 : meanEnergy U J χ χ 0 1 = (U : ℂ) - J + J * realness φ := by
    rw [meanEnergy_eq, h.norm_right, d01, ← hχ]
    linear_combination (J : ℂ) * (q - p)
  rw [levels, a1, a2, a3, a4, a5, a6]
```

The steps `a1` to `a6` are these six evaluations. Normalisation alone does not suffice: for $\varphi=\chi=(1,0)$ the parallel-spin amplitudes vanish, and the levels are $0$ twice and $U$ four times. With $U=1$, $J=0$ the formula would give $1$ six times.

## Nonzero Hund exchange

The condition $J\neq0$ says that the exchange and pair-hopping terms are present. It is needed to recover $s$ from the levels. Their squares sum to

$$2(U-3J)^2+4(U-J)^2+4J^2s^2,$$

so equal levels in two bases imply $J^2s^2=J^2s'^2$. Dividing by $J^2$ and using $s,s'\ge0$ gives $s=s'$. The converse is immediate from the level formula.

```lean
/-- For `J ≠ 0`, two orthonormal orbital bases give the same six mean energies exactly when
the squared modulus of `∑ φ_i φ_i` is the same in both. -/
theorem levels_eq_iff (U : ℝ) {J : ℝ} (hJ : J ≠ 0) {φ χ φ' χ' : Fin 2 → ℂ}
    (h : OrthonormalPair φ χ) (h' : OrthonormalPair φ' χ') :
    levels U J φ χ = levels U J φ' χ' ↔ realness φ = realness φ' := by
  rw [levels_eq U J h, levels_eq U J h']
  constructor
  · intro e
    -- the sum of the squared energies determines `s`
    have e2 := congrArg (fun m : Multiset ℂ => (m.map (fun z => z ^ 2)).sum) e
    simp only [Multiset.insert_eq_cons, Multiset.map_cons, Multiset.sum_cons,
      Multiset.map_singleton, Multiset.sum_singleton] at e2
    have e3 : (J : ℂ) ^ 2 * (realness φ : ℂ) ^ 2 = (J : ℂ) ^ 2 * (realness φ' : ℂ) ^ 2 := by
      linear_combination e2 / 4
    have e4 : J ^ 2 * realness φ ^ 2 = J ^ 2 * realness φ' ^ 2 := by exact_mod_cast e3
    have e5 := mul_left_cancel₀ (pow_ne_zero 2 hJ) e4
    exact (sq_eq_sq₀ (Complex.normSq_nonneg _) (Complex.normSq_nonneg _)).1 e5
  · intro e
    rw [e]
```

Lean forms the same sum as `e2` and uses `hJ` to cancel $J^2$ in `e5`. If $J=0$, all six levels equal $U$ in every orthonormal basis, whatever $s$ is.

## A real first orbital

The hypothesis `star φ = φ` says that the first orbital has real components. Then $\varphi\cdot\varphi=\langle\varphi|\varphi\rangle=1$, so $s=1$ and the levels are $U-3J$, $U-2J$ and $U$, each twice.

```lean
/-- In an orthonormal basis whose first orbital is real, the mean energies are `U-3J`, `U-2J`
and `U`, each twice. -/
theorem levels_real (U J : ℝ) {φ χ : Fin 2 → ℂ} (h : OrthonormalPair φ χ) (hφ : star φ = φ) :
    levels U J φ χ = {(U : ℂ) - 3 * J, (U : ℂ) - 3 * J,
      (U : ℂ) - 2 * J, (U : ℂ) - 2 * J, (U : ℂ), (U : ℂ)} := by
  have n := h.norm_left
  rw [hφ] at n
  have s : realness φ = 1 := by rw [realness, n, map_one]
  have e1 : (U : ℂ) - J - J * ((1 : ℝ) : ℂ) = U - 2 * J := by push_cast; ring
  have e2 : (U : ℂ) - J + J * ((1 : ℝ) : ℂ) = U := by push_cast; ring
  rw [levels_eq U J h, s, e1, e2]
```

The proof rewrites `norm_left` with `hφ` to obtain $s=1$. The second orbital need not be assumed real.

Orthonormality without this reality condition does not fix these levels when $J\ne0$, as the circular orbitals show.

```lean
/-- The circular orbital `(1, i)/√2`. -/
def circPlus : Fin 2 → ℂ := ![((√2)⁻¹ : ℝ), ((√2)⁻¹ : ℝ) * Complex.I]

/-- The circular orbital `(1, -i)/√2`. -/
def circMinus : Fin 2 → ℂ := ![((√2)⁻¹ : ℝ), -(((√2)⁻¹ : ℝ) * Complex.I)]
```

Both have norm $(1+1)/2=1$, their Hermitian overlap is $(1+(-i)(-i))/2=0$, and $\varphi\cdot\varphi=(1+i^2)/2=0$. Thus $s=0$, and the antiparallel and doubly occupied levels merge at $U-J$.

```lean
/-- The circular orbitals are orthonormal, and `∑ φ_i φ_i` vanishes for `(1, i)/√2`. -/
theorem circular_basis : OrthonormalPair circPlus circMinus ∧ realness circPlus = 0 := by
  have hr0 : (√2)⁻¹ * (√2)⁻¹ = (1 / 2 : ℝ) := by
    rw [← mul_inv, Real.mul_self_sqrt (by norm_num)]; norm_num
  unfold realness circPlus circMinus
  generalize (√2)⁻¹ = r at hr0 ⊢
  have hr : (r : ℂ) * r = 1 / 2 := by
    rw [← Complex.ofReal_mul, hr0]; norm_num
  have hs : star (r : ℂ) = r := Complex.conj_ofReal r
  have hI : star Complex.I = -Complex.I := Complex.conj_I
  refine ⟨⟨?_, ?_, ?_⟩, ?_⟩
  · simp only [dotProduct, Fin.sum_univ_two, Pi.star_apply, Matrix.cons_val_zero,
      Matrix.cons_val_one, Matrix.cons_val_fin_one, star_mul', hs, hI]
    linear_combination 2 * hr - (r : ℂ) ^ 2 * Complex.I_sq
  · simp only [dotProduct, Fin.sum_univ_two, Pi.star_apply, Matrix.cons_val_zero,
      Matrix.cons_val_one, Matrix.cons_val_fin_one, star_neg, star_mul', hs, hI]
    linear_combination 2 * hr - (r : ℂ) ^ 2 * Complex.I_sq
  · simp only [dotProduct, Fin.sum_univ_two, Pi.star_apply, Matrix.cons_val_zero,
      Matrix.cons_val_one, Matrix.cons_val_fin_one, star_mul', hs, hI]
    linear_combination (r : ℂ) ^ 2 * Complex.I_sq
  · rw [Complex.normSq_eq_zero]
    simp only [dotProduct, Fin.sum_univ_two, Matrix.cons_val_zero,
      Matrix.cons_val_one, Matrix.cons_val_fin_one]
    linear_combination (r : ℂ) ^ 2 * Complex.I_sq

/-- In the circular basis the mean energies are `U-3J` twice and `U-J` four times. -/
theorem levels_circular (U J : ℝ) :
    levels U J circPlus circMinus = {(U : ℂ) - 3 * J, (U : ℂ) - 3 * J,
      (U : ℂ) - J, (U : ℂ) - J, (U : ℂ) - J, (U : ℂ) - J} := by
  rw [levels_eq U J circular_basis.1, circular_basis.2, Complex.ofReal_zero, mul_zero,
    sub_zero, add_zero]
```

In `circular_basis`, $1/\sqrt2$ is replaced by a real $r$ with $r^2=1/2$, and the identities then follow from $i^2=-1$.

The last theorem compares the original orbitals $(1,0)$, $(0,1)$, where $s=1$, with the circular ones. By `levels_eq_iff`, equal levels would require $1=0$.

```lean
/-- For `J ≠ 0` the determinants of the original orbitals `(1,0)`, `(0,1)` and those of the circular
orbitals have different mean energies, counted with multiplicity. -/
theorem truncation_basis_dependent (U : ℝ) {J : ℝ} (hJ : J ≠ 0) :
    levels U J ![1, 0] ![0, 1] ≠ levels U J circPlus circMinus := by
  have h : OrthonormalPair ![1, 0] ![0, 1] := by
    constructor <;> simp [dotProduct, Fin.sum_univ_two]
  have s : realness ![1, 0] = 1 := by simp [realness, dotProduct, Fin.sum_univ_two]
  rw [Ne, levels_eq_iff U hJ h circular_basis.1, s, circular_basis.2]
  exact one_ne_zero

end

end DensityDensityBasis
```

```lean
#print axioms DensityDensityBasis.levels_real
#print axioms DensityDensityBasis.levels_circular
#print axioms DensityDensityBasis.truncation_basis_dependent
```

```
'DensityDensityBasis.levels_real' depends on axioms: [propext, Classical.choice, Quot.sound]
'DensityDensityBasis.levels_circular' depends on axioms: [propext, Classical.choice, Quot.sound]
'DensityDensityBasis.truncation_basis_dependent' depends on axioms: [propext, Classical.choice, Quot.sound]
```
